# A discrete Kramers-Kronig relation for real responses confined to half a periodic window

Take four time samples and a real response that is χ(0), χ(1) at the first two and zero at the last two. With the Fourier factor e^{+iωt}, its spectrum at frequency index m is

X(m) = χ(0) + χ(1) iᵐ.

The real parts at m = 0, 1, 2, 3 are χ(0)+χ(1), χ(0), χ(0)−χ(1), χ(0). The imaginary part at m = 1 is χ(1), which the real parts already determine:

Im X(1) = ½ [Re X(0) − Re X(2)].

The weights +1 and −1 in the bracket are cot(π/4) and cot(−π/4). For a window of 2M samples there is a rule of the same form, with M cotangents in the bracket and the prefactor 1/M.

## Signal, spectrum and kernel

```lean
import Mathlib

open Finset
open scoped Real

namespace DiscreteKramersKronig

noncomputable section
```

This loads Mathlib and makes the notation for finite sums and π available.

```lean
/-- Fourier phase of time sample `n` at frequency index `m` in a window of `2M` samples. -/
def phase (M n : ℕ) (m : ℤ) : ℝ := 2 * π * n * m / (2 * M)
```

The phase of time sample n at frequency index m is θₙ(m) = 2πnm/(2M). Here n is a natural number, and m is an integer of either sign.

```lean
/-- Discrete Fourier transform of a real signal over a window of `2M` samples. -/
def spectrum (M : ℕ) (χ : ℕ → ℝ) (m : ℤ) : ℂ :=
  ∑ n ∈ range (2 * M), (χ n : ℂ) * Complex.exp ((phase M n m : ℂ) * Complex.I)
```

The spectrum is X(m) = Σ χ(n) e^{iθₙ(m)}, summed over n = 0, …, 2M−1, since `range (2 * M)` starts at 0 and stops before 2M. The type `ℕ → ℝ` says that χ is real. With e^{−iωt} in this definition, every such spectrum would be complex conjugated, and the sign-step transform and the Kramers-Kronig relation below would both change sign.

```lean
/-- The sign of time on the periodic window: `+1` in the first half, `-1` in the second half,
and `0` at the two points `0` and `M` that separate them. -/
def signStep (M n : ℕ) : ℝ := if n = 0 ∨ n = M then 0 else if n < M then 1 else -1
```

The second half of the window plays the part of negative times, so this is the sign function of time made periodic.

```lean
/-- The sum of the sines of the phases over the samples `1, ..., M - 1`. -/
def sineSum (M : ℕ) (m : ℤ) : ℝ := ∑ n ∈ Ico 1 M, Real.sin (phase M n m)
```

Call this sum S(m) = Σ sin θₙ(m), over n = 1, …, M−1. `Ico 1 M` includes 1 and excludes M.

```lean
/-- The discrete Hilbert kernel: a cotangent at odd frequency index and zero at even index. -/
def hilbertKernel (M : ℕ) (m : ℤ) : ℝ := if Odd m then Real.cot (π * m / (2 * M)) else 0
```

The kernel is H(m) = cot(πm/(2M)) for odd m and 0 for even m.

## Summing equally spaced sines

```lean
/-- A sum of sines at phases spaced by `2x`, multiplied by `2 sin x`, is a difference of two
cosines. -/
theorem sum_sin_telescope (a x : ℝ) (K : ℕ) :
    2 * Real.sin x * ∑ n ∈ range K, Real.sin (a + 2 * n * x)
      = Real.cos (a - x) - Real.cos (a + (2 * (K : ℝ) - 1) * x) := by
  induction K with
  | zero =>
    have h : a + (2 * ((0 : ℕ) : ℝ) - 1) * x = a - x := by push_cast; ring
    rw [h]; simp
  | succ K ih =>
    have h1 : a + (2 * (K : ℝ) - 1) * x = (a + 2 * K * x) - x := by ring
    have h2 : a + (2 * ((K + 1 : ℕ) : ℝ) - 1) * x = (a + 2 * K * x) + x := by push_cast; ring
    rw [sum_range_succ, mul_add, ih, h1, h2, Real.cos_sub (a + 2 * K * x) x,
      Real.cos_add (a + 2 * K * x) x]
    ring
```

In a Lean theorem, the variables and hypotheses stand before the first colon outside all brackets, and the claim after it. By hand, each term is a difference of cosines:

2 sin x · sin(a+2nx) = cos(a+(2n−1)x) − cos(a+(2n+1)x).

Summed over n = 0, …, K−1, neighbours cancel and leave cos(a−x) − cos(a+(2K−1)x). Lean does this by `induction` on K, adding one term at a time.

```lean
/-- The half phase step has nonzero sine when the frequency index is no multiple of `2M`. -/
theorem sin_half_step_ne_zero {M : ℕ} (hM : 0 < M) {p : ℤ} (hp : ¬ (2 * (M : ℤ)) ∣ p) :
    Real.sin (π * p / (2 * M)) ≠ 0 := by
  intro h
  have hM' : (0 : ℝ) < M := by exact_mod_cast hM
  obtain ⟨n, hn⟩ := Real.sin_eq_zero_iff.mp h
  rw [eq_div_iff (by positivity)] at hn
  have h2 : (p : ℝ) = 2 * M * n := by
    apply mul_left_cancel₀ Real.pi_ne_zero
    linear_combination -hn
  exact hp ⟨n, by exact_mod_cast h2⟩
```

If sin(πp/(2M)) = 0, then πp/(2M) = nπ for some integer n, so p = 2Mn. The hypothesis `hp` says that p is no such multiple.

```lean
/-- A sine wave whose frequency index is no multiple of `2M` sums to zero over the window. -/
theorem sum_sin_full_period {M : ℕ} (hM : 0 < M) {p : ℤ} (hp : ¬ (2 * (M : ℤ)) ∣ p) (a : ℝ) :
    ∑ j ∈ range (2 * M), Real.sin (a + 2 * j * (π * p / (2 * M))) = 0 := by
  have hM' : (M : ℝ) ≠ 0 := by exact_mod_cast hM.ne'
  have t := sum_sin_telescope a (π * p / (2 * M)) (2 * M)
  have hx : 2 * (M : ℝ) * (π * p / (2 * M)) = π * p := by field_simp
  have e : a + (2 * ((2 * M : ℕ) : ℝ) - 1) * (π * p / (2 * M))
      = (a - π * p / (2 * M)) + p * (2 * π) := by
    push_cast
    linear_combination 2 * hx
  rw [e, Real.cos_add_int_mul_two_pi, sub_self] at t
  exact (mul_eq_zero.mp t).resolve_left (mul_ne_zero two_ne_zero (sin_half_step_ne_zero hM hp))
```

Put x = πp/(2M) and K = 2M in the telescoped sum. The last angle is a − x + 2πp, so the two cosines are equal and the right side is zero. Since sin x ≠ 0, the sum itself vanishes.

```lean
/-- The sine sum over `1, ..., M - 1` is `cot (π m / 2M)` for odd `m` and zero for even `m`. -/
theorem sineSum_eq_hilbertKernel {M : ℕ} (hM : 0 < M) (m : ℤ) :
    sineSum M m = hilbertKernel M m := by
  have hM' : (M : ℝ) ≠ 0 := by exact_mod_cast hM.ne'
  obtain ⟨x, hx⟩ : ∃ x : ℝ, x = π * m / (2 * M) := ⟨_, rfl⟩
  have hMx : 2 * (M : ℝ) * x = π * m := by rw [hx]; field_simp
  have h0 : sineSum M m = ∑ n ∈ range M, Real.sin (0 + 2 * n * x) := by
    rw [range_eq_Ico, sum_eq_sum_Ico_succ_bot hM]
    simp only [Nat.cast_zero, mul_zero, zero_mul, add_zero, Real.sin_zero, zero_add]
    refine sum_congr rfl fun n _ => ?_
    unfold phase
    rw [hx]
    congr 1
    ring
  have t := sum_sin_telescope 0 x M
  rw [← h0, zero_sub, Real.cos_neg] at t
  unfold hilbertKernel
  by_cases hm : Odd m
  · -- odd index: the two boundary cosines add up
    rw [if_pos hm, ← hx, Real.cot_eq_cos_div_sin]
    obtain ⟨k, hk⟩ := hm
    have hs : Real.sin x ≠ 0 := by
      rw [hx]
      refine sin_half_step_ne_zero hM ?_
      rintro ⟨c, hc⟩
      rw [mul_assoc] at hc
      omega
    have hk' : (m : ℝ) = 2 * k + 1 := by exact_mod_cast hk
    have e : 0 + (2 * (M : ℝ) - 1) * x = (π - x) + k * (2 * π) := by
      linear_combination hMx + π * hk'
    rw [e, Real.cos_add_int_mul_two_pi, Real.cos_pi_sub] at t
    rw [eq_div_iff hs]
    linarith
  · -- even index: the two boundary cosines cancel
    rw [if_neg hm]
    obtain ⟨k, hk⟩ := Int.not_odd_iff_even.mp hm
    have hk' : (m : ℝ) = k + k := by exact_mod_cast hk
    have e : 0 + (2 * (M : ℝ) - 1) * x = -x + k * (2 * π) := by
      linear_combination hMx + π * hk'
    rw [e, Real.cos_add_int_mul_two_pi, Real.cos_neg, sub_self] at t
    rcases mul_eq_zero.mp t with h | h
    · have hs : Real.sin x = 0 := by linarith
      obtain ⟨c, hc⟩ := Real.sin_eq_zero_iff.mp hs
      rw [h0]
      refine sum_eq_zero fun n _ => ?_
      have e2 : 0 + 2 * (n : ℝ) * x = ((2 * n * c : ℤ) : ℝ) * π := by
        push_cast
        rw [← hc]
        ring
      rw [e2, Real.sin_int_mul_pi]
    · exact h
```

Let x = πm/(2M), so that θₙ(m) = 2nx. Adding the term n = 0 changes nothing, and telescoping with a = 0, K = M gives

2 sin x · S(m) = cos x − cos(πm − x).

For odd m the last cosine is −cos x. An odd m is no multiple of 2M, so sin x ≠ 0 and S(m) = cot x. For even m the right side is zero. Then either S(m) = 0 at once, or sin x = 0, in which case x is a multiple of π and every term of S(m) vanishes. `by_cases` makes the split by parity, and `linear_combination` checks the angles.

At the smallest size, M = 1, the sum is empty and cot(πm/2) = 0 for odd m.

## From the sign step to Kramers-Kronig

```lean
/-- The discrete Fourier transform of the sign step is `2i` times the discrete Hilbert kernel. -/
theorem spectrum_signStep {M : ℕ} (hM : 0 < M) (m : ℤ) :
    spectrum M (signStep M) m = 2 * (hilbertKernel M m : ℂ) * Complex.I := by
  rw [← sineSum_eq_hilbertKernel hM]
  obtain ⟨K, rfl⟩ : ∃ K, M = K + 1 := ⟨M - 1, by omega⟩
  -- pair each sample with its mirror image in the window
  have split : ∀ f : ℕ → ℂ, ∑ n ∈ range (2 * (K + 1)), f n
      = f 0 + f (K + 1) + ∑ i ∈ range K, (f (i + 1) + f (2 * (K + 1) - (i + 1))) := by
    intro f
    have e2 : ∑ i ∈ range K, f (2 * (K + 1) - (i + 1)) = ∑ i ∈ range K, f (K + 1 + (i + 1)) := by
      refine Eq.trans (sum_congr rfl fun i hi => ?_)
        (sum_range_reflect (fun x => f (K + 1 + (x + 1))) K)
      have := mem_range.mp hi
      show f (2 * (K + 1) - (i + 1)) = f (K + 1 + (K - 1 - i + 1))
      exact congrArg f (by omega)
    rw [sum_add_distrib, e2, two_mul, sum_range_add, sum_range_succ', sum_range_succ']
    simp only [add_zero]
    ring
  have z1 : signStep (K + 1) 0 = 0 := by simp [signStep]
  have z2 : signStep (K + 1) (K + 1) = 0 := by simp [signStep]
  unfold spectrum sineSum
  rw [split, sum_Ico_eq_sum_range, Nat.add_sub_cancel, z1, z2, Complex.ofReal_zero, zero_mul,
    zero_mul, add_zero, zero_add, Complex.ofReal_sum, mul_sum, sum_mul]
  refine sum_congr rfl fun i hi => ?_
  have hi' := mem_range.mp hi
  have s1 : signStep (K + 1) (i + 1) = 1 := by
    unfold signStep
    rw [if_neg (by omega), if_pos (by omega)]
  have s2 : signStep (K + 1) (2 * (K + 1) - (i + 1)) = -1 := by
    unfold signStep
    rw [if_neg (by omega), if_neg (by omega)]
  have a2 : phase (K + 1) (2 * (K + 1) - (i + 1)) m
      = -phase (K + 1) (i + 1) m + m * (2 * π) := by
    have hK : (K : ℝ) + 1 ≠ 0 := by positivity
    unfold phase
    rw [Nat.cast_sub (by omega)]
    push_cast
    field_simp
    ring
  have hc : Real.cos (phase (K + 1) (2 * (K + 1) - (i + 1)) m)
      = Real.cos (phase (K + 1) (i + 1) m) := by
    rw [a2, Real.cos_add_int_mul_two_pi, Real.cos_neg]
  have hs : Real.sin (phase (K + 1) (2 * (K + 1) - (i + 1)) m)
      = -Real.sin (phase (K + 1) (i + 1) m) := by
    rw [a2, Real.sin_add_int_mul_two_pi, Real.sin_neg]
  rw [s1, s2, add_comm 1 i]
  simp only [Complex.exp_mul_I, ← Complex.ofReal_cos, ← Complex.ofReal_sin, hc, hs]
  push_cast
  ring
```

Samples 0 and M contribute nothing. The others pair up as n and 2M−n, with opposite signs and with phases θ and −θ + 2πm. Each pair gives

e^{iθ} − e^{−iθ} = 2i sin θ,

and the total is 2i S(m) = 2i H(m). In the proof, `split` carries out the pairing.

```lean
/-- Convolution with the sine sum turns the cosine wave of a sample in the first half of the
window into `M` times its sine wave. -/
theorem sineSum_convolution_cos {M n : ℕ} (hn : n < M) (k : ℤ) :
    ∑ j ∈ range (2 * M), sineSum M (k - j) * Real.cos (phase M n j)
      = M * Real.sin (phase M n k) := by
  have hM : 0 < M := by omega
  have key : ∀ l ∈ Ico 1 M,
      ∑ j ∈ range (2 * M), Real.sin (phase M l (k - j)) * Real.cos (phase M n j)
        = if l = n then M * Real.sin (phase M n k) else 0 := by
    intro l hl
    have hl' := mem_Ico.mp hl
    have pr : ∀ j : ℕ, Real.sin (phase M l (k - j)) * Real.cos (phase M n j)
        = (Real.sin (phase M l k + 2 * j * (π * ((n - l : ℤ) : ℝ) / (2 * M)))
          + Real.sin (phase M l k + 2 * j * (π * ((-(n + l) : ℤ) : ℝ) / (2 * M)))) / 2 := by
      intro j
      have e1 : phase M l k + 2 * j * (π * ((n - l : ℤ) : ℝ) / (2 * M))
          = phase M l (k - j) + phase M n j := by unfold phase; push_cast; ring
      have e2 : phase M l k + 2 * j * (π * ((-(n + l) : ℤ) : ℝ) / (2 * M))
          = phase M l (k - j) - phase M n j := by unfold phase; push_cast; ring
      rw [e1, e2, Real.sin_add, Real.sin_sub]
      ring
    have d2 : ¬ (2 * (M : ℤ)) ∣ (-(n + l) : ℤ) := by
      intro h
      have := Int.le_of_dvd (by omega) (dvd_neg.mp h)
      omega
    rw [sum_congr rfl fun j _ => pr j, ← sum_div, sum_add_distrib, sum_sin_full_period hM d2]
    by_cases h : l = n
    · subst h
      simp
      ring
    · have d1 : ¬ (2 * (M : ℤ)) ∣ (n - l : ℤ) := by
        intro hd
        have hd' := dvd_neg.mpr hd
        rw [neg_sub] at hd'
        rcases Nat.lt_or_gt_of_ne h with h1 | h1
        · have := Int.le_of_dvd (by omega) hd
          omega
        · have := Int.le_of_dvd (by omega) hd'
          omega
      rw [sum_sin_full_period hM d1, if_neg h]
      norm_num
  unfold sineSum
  simp only [sum_mul]
  rw [sum_comm, sum_congr rfl key, sum_ite_eq']
  by_cases h : n = 0
  · subst h
    simp [phase]
  · rw [if_pos (mem_Ico.mpr ⟨by omega, hn⟩)]
```

For a sample n < M, the claim is

Σⱼ S(k−j) cos θₙ(j) = M sin θₙ(k), with j = 0, …, 2M−1.

Write S as a sum over l = 1, …, M−1 and use the product formula:

sin θₗ(k−j) cos θₙ(j) = ½ [sin(θₗ(k) + 2πj(n−l)/(2M)) + sin(θₗ(k) − 2πj(n+l)/(2M))].

Since 0 < n+l < 2M, the second sine sums to zero over j. So does the first, unless l = n, when its 2M equal terms give M sin θₙ(k). This is the statement `key`. For n = 0 no l matches, but sin θ₀(k) is zero as well.

```lean
/-- Discrete Kramers-Kronig relation: for a real response that vanishes from sample `M` on, the
imaginary part of the spectrum is the cotangent-kernel transform of the real part. -/
theorem kramers_kronig {M : ℕ} (hM : 0 < M) (χ : ℕ → ℝ) (hχ : ∀ n, M ≤ n → χ n = 0) (k : ℤ) :
    (spectrum M χ k).im
      = 1 / M * ∑ j ∈ range (2 * M), hilbertKernel M (k - j) * (spectrum M χ j).re := by
  have hM' : (M : ℝ) ≠ 0 := by exact_mod_cast hM.ne'
  have hre : ∀ q : ℤ, (spectrum M χ q).re
      = ∑ n ∈ range (2 * M), χ n * Real.cos (phase M n q) := by
    intro q
    simp only [spectrum, Complex.re_sum, Complex.re_ofReal_mul, Complex.exp_ofReal_mul_I_re]
  have him : (spectrum M χ k).im = ∑ n ∈ range (2 * M), χ n * Real.sin (phase M n k) := by
    simp only [spectrum, Complex.im_sum, Complex.im_ofReal_mul, Complex.exp_ofReal_mul_I_im]
  have h : ∑ j ∈ range (2 * M), hilbertKernel M (k - j) * (spectrum M χ j).re
      = M * (spectrum M χ k).im := by
    simp only [hre, him, mul_sum]
    rw [sum_comm]
    refine sum_congr rfl fun n _ => ?_
    by_cases hn : M ≤ n
    · simp [hχ n hn]
    · -- causality leaves only samples on which the kernel maps cosine to sine
      have o := sineSum_convolution_cos (not_le.mp hn) k
      calc _ = χ n * ∑ j ∈ range (2 * M), sineSum M (k - j) * Real.cos (phase M n j) := by
            rw [mul_sum]
            refine sum_congr rfl fun j _ => ?_
            rw [sineSum_eq_hilbertKernel hM]
            ring
        _ = _ := by rw [o]; ring
  rw [h]
  field_simp
```

The hypothesis `hχ` includes causality on the window: no response at the samples M+1, …, 2M−1, which stand for negative times. It also sets χ to zero at the dividing sample M and beyond the window. A record of M samples continued by zeros satisfies it.

Because χ is real, Re X(j) = Σ χ(n) cos θₙ(j) and Im X(k) = Σ χ(n) sin θₙ(k). Exchanging the sums and applying the previous result to each n < M gives

Σⱼ H(k−j) Re X(j) = M Im X(k).

Division by M finishes the proof. For the dipole that a weak, instantaneous field pulse at time zero induces along the field, sampled for instance in a real-time simulation, the imaginary part describes absorption and the real part dispersion. The theorem yields the first from the second, exactly for the discrete spectrum, provided that the response is real and confined to the first half of a finite window. The theorem goes in this direction only, and it is a finite identity, not the principal-value integral of the continuum relation.

## How far the periodic kernel lies from 1/x

```lean
/-- On `(0, π/2]` the cotangent is at most `1/x`, and differs from it by at most `x/2`. -/
theorem inv_sub_cot_bounds {x : ℝ} (hx : 0 < x) (hx2 : x ≤ π / 2) :
    0 ≤ 1 / x - Real.cot x ∧ 1 / x - Real.cot x ≤ x / 2 := by
  have hs : 0 < Real.sin x := Real.sin_pos_of_pos_of_lt_pi hx (by linarith [Real.pi_pos])
  have hc : 0 ≤ Real.cos x :=
    Real.cos_nonneg_of_neg_pi_div_two_le_of_le (by linarith [Real.pi_pos]) hx2
  have h1 : x * Real.cos x ≤ Real.sin x := by
    rcases hx2.lt_or_eq with h | h
    · have t := Real.lt_tan hx h
      rw [Real.tan_eq_sin_div_cos,
        lt_div_iff₀ (Real.cos_pos_of_mem_Ioo ⟨by linarith, h⟩)] at t
      exact t.le
    · rw [h]; simp
  have h2 : Real.sin x * (1 - x ^ 2 / 2) ≤ x * Real.cos x := by
    by_cases h : 0 ≤ 1 - x ^ 2 / 2
    · exact mul_le_mul (Real.sin_le hx.le) Real.one_sub_sq_div_two_le_cos h hx.le
    · have h' : 0 ≤ -(1 - x ^ 2 / 2) := by linarith [not_le.mp h]
      nlinarith [mul_nonneg hx.le hc, mul_nonneg hs.le h']
  have e : 1 / x - Real.cot x = (Real.sin x - x * Real.cos x) / (x * Real.sin x) := by
    rw [Real.cot_eq_cos_div_sin, div_sub_div _ _ hx.ne' hs.ne', one_mul]
  rw [e]
  refine ⟨div_nonneg (by linarith) (by positivity), ?_⟩
  rw [div_le_iff₀ (by positivity)]
  nlinarith [h2]
```

Write the difference as

1/x − cot x = (sin x − x cos x)/(x sin x).

It is nonnegative because x cos x ≤ sin x: this follows from x < tan x below π/2, and at π/2 the cosine is zero. For the upper bound we need

sin x · (1 − x²/2) ≤ x cos x.

If the bracket is nonnegative, use sin x ≤ x and 1 − x²/2 ≤ cos x. If it is negative, the left side is negative and the right side is not. The numerator is then at most (x²/2) sin x, and the quotient at most x/2.

```lean
/-- Wrap-around error: at odd index `0 < m ≤ M` the periodic kernel is at most `2M / (π m)`, and
differs from it by at most `π m / (4M)`. -/
theorem wrap_around_error {M : ℕ} {m : ℤ} (hm : Odd m) (h0 : 0 < m) (h1 : m ≤ M) :
    0 ≤ 2 * M / (π * m) - hilbertKernel M m ∧
      2 * M / (π * m) - hilbertKernel M m ≤ π * m / (4 * M) := by
  have hm0 : (0 : ℝ) < m := by exact_mod_cast h0
  have hmM : (m : ℝ) ≤ M := by exact_mod_cast h1
  have hM : (0 : ℝ) < M := by linarith
  have hx : π * m / (2 * M) ≤ π / 2 := by
    rw [div_le_iff₀ (by positivity)]
    nlinarith [mul_le_mul_of_nonneg_left hmM Real.pi_pos.le]
  have b := inv_sub_cot_bounds (x := π * m / (2 * M)) (by positivity) hx
  have e : π * m / (2 * M) / 2 = π * m / (4 * M) := by
    rw [div_div]
    congr 1
    ring
  rw [one_div_div, e] at b
  unfold hilbertKernel
  rw [if_pos hm]
  exact b

end

end DiscreteKramersKronig
```

Set x = πm/(2M). The condition m ≤ M keeps x within π/2, and 1/x is 2M/(πm). With the prefactor 1/M this gives the weight 2/(πm), twice the weight 1/(πm) obtained by sampling the continuum principal-value integral at every index; here only odd indices carry weight. The periodic kernel repeats after 2M indices and 2M/(πm) does not; the theorem bounds this wrap-around difference at each odd m from 1 to M. It compares kernels, not the spectra computed with them. For fixed m and growing M the bound πm/(4M) tends to zero.

```lean
#print axioms DiscreteKramersKronig.spectrum_signStep
-- 'DiscreteKramersKronig.spectrum_signStep' depends on axioms: [propext, Classical.choice, Quot.sound]
#print axioms DiscreteKramersKronig.kramers_kronig
-- 'DiscreteKramersKronig.kramers_kronig' depends on axioms: [propext, Classical.choice, Quot.sound]
#print axioms DiscreteKramersKronig.wrap_around_error
-- 'DiscreteKramersKronig.wrap_around_error' depends on axioms: [propext, Classical.choice, Quot.sound]
```
